# Excitation Energies and Pole Strengths from a Diagonalisable Coupled-Cluster Jacobian

Once the ground-state amplitudes have converged, a coupled-cluster calculation of excited states finds eigenvalues of the Jacobian $A$ and reads them as excitation energies. When pole strengths are wanted as well, the left eigenvectors can be chosen so that each has product one with its right partner and zero with every other right eigenvector. Contracting such a pair with two property vectors then gives its contribution to a pole of the resolvent part of the linear response function. These steps rest on the algebra below, which holds for a finite excitation manifold and a Jacobian with a complete set of eigenvectors.

## The energies do not depend on the coupling row

Let $T$ be the cluster operator and $\bar H=e^{-T}He^{T}$ the similarity-transformed Hamiltonian. On the reference determinant and the excitation manifold we take it to be

$$
\bar H=\begin{pmatrix}E&\eta\\0&E+A\end{pmatrix},
$$

where $E$ is the ground-state energy and the row $\eta$ couples the reference to the excited determinants. The zero block expresses the converged amplitude equations: $\bar H$ acting on the reference has no component in the manifold.

The matrix $A$ is generally not symmetric. We assume square matrices $R$, $L$ and numbers $w_k$ with

$$
LR=1,\qquad A=R\,\mathrm{diag}(w)\,L .
$$

Column $R_k$ is then a right eigenvector and row $L_k$ a left eigenvector, both with eigenvalue $w_k$. This is a real assumption, since a non-symmetric matrix can be defective.

For square matrices $LR=1$ implies $RL=1$. Hence, for any complex $z$,

$$
A-z=R\,\mathrm{diag}(w)\,L-zRL=R\,\mathrm{diag}(w-z)\,L .
$$

The lower-right block of $\bar H-z$ is $A-(z-E)$. Because the matrix is block triangular,

$$
\det(\bar H-z)=(E-z)\,\det R\,\prod_k\bigl(w_k-(z-E)\bigr)\,\det L
=(E-z)\prod_k(E+w_k-z),
$$

where $\det L\det R=\det(LR)=1$. The spectrum is therefore $E$ together with all $E+w_k$, whatever $\eta$ may be.

The coupling does enter the eigenvectors. Try a vector with reference component $c$ and excited part $R_k$. The lower rows give $(E+A)R_k=(E+w_k)R_k$. The upper row requires

$$
Ec+\eta R_k=(E+w_k)c ,
$$

so $c=(\eta R_k)/w_k$ when $w_k\neq0$.

## Each state contributes a product of two contractions

Now let $\eta$ and $\xi$ be any two vectors on the manifold, and consider $f(z)=\eta(A-z)^{-1}\xi$. In a response calculation they represent the two perturbations, so this $\eta$ need not be the coupling row of $\bar H$.

If $z$ differs from every $w_k$, the inverse is $R\,\mathrm{diag}\bigl((w-z)^{-1}\bigr)L$, because

$$
R\,\mathrm{diag}(w-z)\,LR\,\mathrm{diag}\bigl((w-z)^{-1}\bigr)L=RL=1 .
$$

Placing it between $\eta$ and $\xi$ gives

$$
f(z)=\sum_k\frac{(\eta R_k)(L_k\xi)}{w_k-z}.
$$

To isolate the pole at $w_k$, multiply by $w_k-z$:

$$
(w_k-z)f(z)=\sum_j\frac{w_k-z}{w_j-z}\,(\eta R_j)(L_j\xi).
$$

If $w_j=w_k$, the fraction equals one for every $z\neq w_k$. Otherwise it tends to $0/(w_j-w_k)=0$. The limit is the sum of the products over all states degenerate with $k$, and for a simple $w_k$ it is $(\eta R_k)(L_k\xi)$. The residue in the variable $z$ has the opposite sign, since the denominator is $w_k-z$.

## The matrices and the response function in Lean

The type `n` labels the excitations in the manifold. It is finite but otherwise arbitrary, and may even be empty.

```lean
import Mathlib

open Matrix Filter Topology

namespace CoupledClusterLinearResponse

noncomputable section

variable {n : Type*} [Fintype n] [DecidableEq n]
```

The predicate `IsEigendecomposition` holds the two assumptions on $A$, and every general theorem below has it as a hypothesis. It fixes the scale of each left vector relative to its right partner, but not the length of either. The energies `w` may be complex and may repeat.

```lean
/-- The Jacobian `A` has right eigenvectors in the columns of `R`, left eigenvectors in the
rows of `L`, and excitation energies `w`, with the two sets biorthonormal. -/
def IsEigendecomposition (A R L : Matrix n n ℂ) (w : n → ℂ) : Prop :=
  L * R = 1 ∧ A = R * diagonal w * L
```

The index type `Unit ⊕ n` consists of one reference state followed by the manifold. `Hbar` is defined by its blocks; it is not derived from an electronic Hamiltonian and a cluster operator.

```lean
/-- The similarity-transformed Hamiltonian on the reference and the excitation manifold:
energy `E`, coupling row `η`, and excited block `E + A`. -/
def Hbar (E : ℂ) (η : n → ℂ) (A : Matrix n n ℂ) : Matrix (Unit ⊕ n) (Unit ⊕ n) ℂ :=
  fromBlocks (Matrix.of fun _ _ => E) (Matrix.of fun _ j => η j) 0 (E • 1 + A)
```

In `response`, the product `⬝ᵥ` sums $\eta_i$ times the $i$-th component without complex conjugation, because $\eta$ is treated as a row vector. The function is a single resolvent contraction. The full coupled-cluster linear response function also contains contributions at the opposite frequency and a term bilinear in the amplitude responses, and neither is modelled here. The bilinear term in general also has poles at the excitation energies, so the pole strengths found below are those of the resolvent part alone.

```lean
/-- The response function `η (A - z)⁻¹ ξ` at complex frequency `z`, meant for `z` outside
the spectrum of `A`. -/
def response (η : n → ℂ) (A : Matrix n n ℂ) (ξ : n → ℂ) (z : ℂ) : ℂ :=
  η ⬝ᵥ ((A - z • (1 : Matrix n n ℂ))⁻¹ *ᵥ ξ)
```

A two-state example shows that a non-symmetric matrix can satisfy the assumptions. Its second right eigenvector is $(1,1)^{\mathsf T}$, of length $\sqrt2$, while its product with the left partner $(0,1)$ is one. The proof compares the matrices entry by entry.

```lean
variable {A R L : Matrix n n ℂ} {w : n → ℂ}

/-- A non-symmetric two-state Jacobian with excitation energies 1 and 2, and its
biorthonormal eigenvectors. -/
theorem isEigendecomposition_witness :
    IsEigendecomposition !![1, 1; 0, 2] !![1, 1; 0, 1] !![1, -1; 0, 1] ![1, 2] := by
  refine ⟨?_, ?_⟩ <;> ext i j <;> fin_cases i <;> fin_cases j <;>
    simp [Matrix.mul_apply, Fin.sum_univ_succ, Matrix.vecMul_diagonal]
  norm_num
```

## Completeness from biorthonormality

The lemma `jacobian_sub` is the identity $A-z=R\,\mathrm{diag}(w-z)\,L$. It turns on `mul_eq_one_comm`, which says that for square matrices of this kind one product is the identity exactly when the reversed product is. Applied to `h.1`, the statement `L * R = 1`, it returns `R * L = 1`: biorthonormality becomes completeness. By hand, $\det L\det R=1$ makes $R$ invertible, so $L$ must be its inverse.

Squareness is carried by the type `Matrix n n ℂ`, and it matters. If an iterative eigensolver has converged only a few roots, $R$ has fewer columns than rows. Then $LR=1$ can still hold, but $RL$ is only a projector onto the states found, and a sum over those states is in general incomplete.

```lean
/-- Subtracting a frequency from the Jacobian shifts every excitation energy and leaves the
eigenvectors unchanged. -/
theorem jacobian_sub (h : IsEigendecomposition A R L w) (z : ℂ) :
    A - z • (1 : Matrix n n ℂ) = R * diagonal (fun k => w k - z) * L := by
  -- completeness of the biorthonormal eigenvectors
  have hRL : R * L = 1 := mul_eq_one_comm.mp h.1
  have hd : diagonal (fun k => w k - z) = diagonal w - z • (1 : Matrix n n ℂ) := by
    ext i j
    by_cases hij : i = j
    · subst hij
      simp
    · simp [hij]
  rw [hd, Matrix.mul_sub, Matrix.sub_mul, Matrix.mul_smul, Matrix.mul_one,
    Matrix.smul_mul, hRL, ← h.2]
```

## Determinant, spectrum and eigenvectors of the block matrix

The theorem `secular_determinant` first proves, as `hb`, that $\bar H-z$ has the block form used above. `det_fromBlocks_zero₂₁` then separates the two diagonal blocks, and `jacobian_sub` is applied at the shifted frequency $z-E$. The final `linear_combination` uses `hdet`, the statement $\det L\det R=1$, to remove the determinants of the eigenvector matrices.

```lean
/-- If `A` has an eigendecomposition with energies `w`, the secular determinant of `Hbar` at `z` is
the product of `E - z` and the factors `E + w k - z` for all `k`. -/
theorem secular_determinant (h : IsEigendecomposition A R L w) (E : ℂ) (η : n → ℂ) (z : ℂ) :
    (Hbar E η A - z • (1 : Matrix (Unit ⊕ n) (Unit ⊕ n) ℂ)).det
      = (E - z) * ∏ k, (E + w k - z) := by
  have hb : Hbar E η A - z • (1 : Matrix (Unit ⊕ n) (Unit ⊕ n) ℂ)
      = fromBlocks (Matrix.of fun _ _ => E - z) (Matrix.of fun _ j => η j) 0
          (A - (z - E) • (1 : Matrix n n ℂ)) := by
    ext i j
    rcases i with i | i <;> rcases j with j | j
    · simp [Hbar]
    · simp [Hbar]
    · simp [Hbar]
    · by_cases hij : i = j
      · subst hij
        simp [Hbar]
        ring
      · simp [Hbar, hij]
  have hdet : L.det * R.det = 1 := by rw [← det_mul, h.1, det_one]
  have hp : ∏ k, (w k - (z - E)) = ∏ k, (E + w k - z) :=
    Finset.prod_congr rfl fun _ _ => by ring
  -- the block-triangular form separates the reference from the excited block
  rw [hb, det_fromBlocks_zero₂₁, det_unique, jacobian_sub h, det_mul, det_mul,
    det_diagonal, hp]
  simp only [Matrix.of_apply]
  linear_combination (E - z) * (∏ k, (E + w k - z)) * hdet
```

Mathlib's `spectrum` contains the numbers $z$ for which $z-\bar H$ is not invertible. The proof changes the sign, turns invertibility into a nonzero determinant, and finds where the factors vanish. The result is an equality of sets, so multiplicities are visible only in the determinant. What the docstring calls the reference energy is the coupled-cluster ground-state energy $E$, not the expectation value of $H$ in the reference determinant.

```lean
/-- If `A` has an eigendecomposition with energies `w`, the spectrum of `Hbar` consists of the
reference energy `E` and all `E + w k`. -/
theorem spectrum_Hbar (h : IsEigendecomposition A R L w) (E : ℂ) (η : n → ℂ) :
    spectrum ℂ (Hbar E η A) = {E} ∪ Set.range (fun k => E + w k) := by
  ext z
  rw [spectrum.mem_iff, ← IsUnit.neg_iff, neg_sub, Algebra.algebraMap_eq_smul_one,
    Matrix.isUnit_iff_isUnit_det, secular_determinant h, isUnit_iff_ne_zero, not_not,
    mul_eq_zero, Finset.prod_eq_zero_iff]
  simp only [Finset.mem_univ, true_and, sub_eq_zero, Set.mem_union, Set.mem_singleton_iff,
    Set.mem_range]
  exact or_congr eq_comm Iff.rfl
```

In the eigenvector theorem, `Sum.elim` joins the reference component to the excited part, and `(η ᵥ* R) k` is $\eta R_k$. The two cases of the proof are the upper and lower rows of the hand calculation. The statement is the eigenvalue equation; the vector is nonzero because $L_kR_k=1$ rules out $R_k=0$.

```lean
/-- For a nonzero excitation energy `w k`, the Jacobian eigenvector `R_k` with reference component
`(η R_k) / w k` satisfies the eigenvalue equation of `Hbar` at energy `E + w k`. -/
theorem Hbar_right_eigenvector (h : IsEigendecomposition A R L w) (E : ℂ) (η : n → ℂ)
    (k : n) (hk : w k ≠ 0) :
    Hbar E η A *ᵥ Sum.elim (fun _ => (η ᵥ* R) k / w k) (fun i => R i k)
      = (E + w k) • Sum.elim (fun _ => (η ᵥ* R) k / w k) (fun i => R i k) := by
  have hAR : A * R = R * diagonal w := by
    rw [h.2, Matrix.mul_assoc, h.1, Matrix.mul_one]
  ext i
  rcases i with i | i
  · have e : (Hbar E η A *ᵥ Sum.elim (fun _ => (η ᵥ* R) k / w k) (fun i => R i k))
        (Sum.inl i) = E * ((η ᵥ* R) k / w k) + (η ᵥ* R) k := by
      simp [Hbar, mulVec, vecMul, dotProduct]
    have hc : (η ᵥ* R) k / w k * w k = (η ᵥ* R) k := div_mul_cancel₀ _ hk
    rw [e]
    simp only [Pi.smul_apply, Sum.elim_inl, smul_eq_mul]
    linear_combination -hc
  · have e : (Hbar E η A *ᵥ Sum.elim (fun _ => (η ᵥ* R) k / w k) (fun i => R i k))
        (Sum.inr i) = E * R i k + (A * R) i k := by
      simp [Hbar, mulVec, dotProduct, Matrix.mul_apply, Matrix.one_apply, add_mul,
        Finset.sum_add_distrib]
    rw [e, hAR, Matrix.mul_diagonal]
    simp only [Pi.smul_apply, Sum.elim_inr, smul_eq_mul]
    ring
```

## The sum over states and its poles

The hypothesis `hz` says that $z$ meets no excitation energy. Within the proof, `hinv` identifies the inverse by multiplying out the proposed product, and `h.1` collapses the inner $LR$. The remaining lines move $R$ onto $\eta$ and $L$ onto $\xi$, so that the contraction becomes a sum over $k$, with `(L *ᵥ ξ) k` standing for $L_k\xi$.

```lean
/-- Sum over states: at a frequency different from every excitation energy, the response
function is the sum of `(η R_k) (L_k ξ) / (w k - z)`. -/
theorem response_sum_over_states (h : IsEigendecomposition A R L w) (η ξ : n → ℂ) {z : ℂ}
    (hz : ∀ k, w k ≠ z) :
    response η A ξ z = ∑ k, (η ᵥ* R) k * (L *ᵥ ξ) k / (w k - z) := by
  have hRL : R * L = 1 := mul_eq_one_comm.mp h.1
  have hd : diagonal (fun k => w k - z) * diagonal (fun k => (w k - z)⁻¹)
      = (1 : Matrix n n ℂ) := by
    rw [diagonal_mul_diagonal, ← diagonal_one]
    congr 1
    funext k
    exact mul_inv_cancel₀ (sub_ne_zero.mpr (hz k))
  -- the resolvent is diagonal in the biorthonormal eigenvectors
  have hinv : (A - z • (1 : Matrix n n ℂ))⁻¹
      = R * diagonal (fun k => (w k - z)⁻¹) * L := by
    apply inv_eq_right_inv
    rw [jacobian_sub h]
    calc R * diagonal (fun k => w k - z) * L * (R * diagonal (fun k => (w k - z)⁻¹) * L)
        = R * (diagonal (fun k => w k - z) * ((L * R) * diagonal (fun k => (w k - z)⁻¹)))
            * L := by simp only [Matrix.mul_assoc]
      _ = 1 := by rw [h.1, Matrix.one_mul, hd, Matrix.mul_one, hRL]
  rw [response, hinv, ← mulVec_mulVec, ← mulVec_mulVec, Matrix.dotProduct_mulVec]
  simp only [dotProduct]
  refine Finset.sum_congr rfl fun k _ => ?_
  rw [mulVec_diagonal, div_eq_mul_inv]
  ring
```

For the limit, `𝓝[≠] (w k)` describes values of $z$ close to $w_k$ but different from it, so the value of `response` at the pole plays no part. Since there are finitely many energies, `hev` can state that sufficiently near the pole none of them is hit, which makes the sum over states available. `hterm` treats one term at a time: a degenerate one is constant near the pole, and any other tends to zero by continuity. Adding the limits gives a sum over the states `j` with `w j = w k`.

The whole degenerate sum is the meaningful quantity. Mixing eigenvectors within a degenerate set, with the matching change of the left vectors, can alter the separate products but not their total.

```lean
/-- As `z` tends to `w k`, `w k - z` times the response function tends to the sum of
`(η R_j) (L_j ξ)` over all states `j` degenerate with `k`. -/
theorem pole_strength (h : IsEigendecomposition A R L w) (η ξ : n → ℂ) (k : n) :
    Tendsto (fun z => (w k - z) * response η A ξ z) (𝓝[≠] (w k))
      (𝓝 (∑ j with w j = w k, (η ᵥ* R) j * (L *ᵥ ξ) j)) := by
  -- close to the pole, but not on it, no excitation energy is hit
  have hev : ∀ᶠ z in 𝓝[≠] (w k), ∀ j, w j ≠ z := by
    rw [Filter.eventually_all]
    intro j
    by_cases hj : w j = w k
    · filter_upwards [self_mem_nhdsWithin] with z hz
      rw [hj]
      exact fun e => hz e.symm
    · exact ((eventually_ne_nhds (Ne.symm hj)).filter_mono nhdsWithin_le_nhds).mono
        fun z hz => Ne.symm hz
  -- degenerate terms survive, all others vanish
  have hterm : ∀ (j : n) (m : ℂ), Tendsto (fun z => (w k - z) * (m / (w j - z)))
      (𝓝[≠] (w k)) (𝓝 (if w j = w k then m else 0)) := by
    intro j m
    by_cases hj : w j = w k
    · rw [if_pos hj]
      refine tendsto_const_nhds.congr' ?_
      filter_upwards [hev] with z hz
      have hne : w k - z ≠ 0 := sub_ne_zero.mpr (hz k)
      rw [hj]
      field_simp
    · rw [if_neg hj]
      have h1 : Tendsto (fun z : ℂ => w k - z) (𝓝 (w k)) (𝓝 (w k - w k)) :=
        tendsto_const_nhds.sub tendsto_id
      have h2 : Tendsto (fun z : ℂ => w j - z) (𝓝 (w k)) (𝓝 (w j - w k)) :=
        tendsto_const_nhds.sub tendsto_id
      have hm : Tendsto (fun _ : ℂ => m) (𝓝 (w k)) (𝓝 m) := tendsto_const_nhds
      have h3 := h1.mul (hm.div h2 (sub_ne_zero.mpr hj))
      rw [sub_self, zero_mul] at h3
      exact h3.mono_left nhdsWithin_le_nhds
  rw [Finset.sum_filter]
  refine (tendsto_finsetSum Finset.univ
    (fun j _ => hterm j ((η ᵥ* R) j * (L *ᵥ ξ) j))).congr' ?_
  filter_upwards [hev] with z hz
  rw [response_sum_over_states h η ξ hz, Finset.mul_sum]
```

For a simple energy, the hypothesis `hk` says that only $k$ itself has the value `w k`. The filtered set then has one member, and the sum reduces to one product. Replacing $R_k$ by $cR_k$ and $L_k$ by $L_k/c$, with $c\neq0$, leaves that product unchanged, so a program may choose the length of either vector freely once their mutual product is one.

```lean
/-- For a non-degenerate excitation energy `w k`, `w k - z` times the response function tends
to the single product `(η R_k) (L_k ξ)` as `z` tends to `w k`. -/
theorem pole_strength_simple (h : IsEigendecomposition A R L w) (η ξ : n → ℂ) (k : n)
    (hk : ∀ j, w j = w k → j = k) :
    Tendsto (fun z => (w k - z) * response η A ξ z) (𝓝[≠] (w k))
      (𝓝 ((η ᵥ* R) k * (L *ᵥ ξ) k)) := by
  have hf : Finset.univ.filter (fun j => w j = w k) = {k} := by
    ext j
    simp only [Finset.mem_filter, Finset.mem_univ, true_and, Finset.mem_singleton]
    exact ⟨hk j, fun e => by rw [e]⟩
  have hp := pole_strength h η ξ k
  rw [hf, Finset.sum_singleton] at hp
  exact hp

end

end CoupledClusterLinearResponse
```

```lean
#print axioms CoupledClusterLinearResponse.spectrum_Hbar
#print axioms CoupledClusterLinearResponse.Hbar_right_eigenvector
#print axioms CoupledClusterLinearResponse.pole_strength_simple
```

```
'CoupledClusterLinearResponse.spectrum_Hbar' depends on axioms: [propext, Classical.choice, Quot.sound]
'CoupledClusterLinearResponse.Hbar_right_eigenvector' depends on axioms: [propext, Classical.choice, Quot.sound]
'CoupledClusterLinearResponse.pole_strength_simple' depends on axioms: [propext, Classical.choice, Quot.sound]
```
